# Invertibility of the Crank–Nicolson implicit factor for a finite-dimensional Hermitian Hamiltonian

In a Crank–Nicolson step of length t, with ħ = 1, the matrix 1 + itH/2 must be inverted to obtain the new state. The theorem says that for a Hermitian complex matrix H of finite size and any real t, of either sign or zero, the determinant of this matrix is a unit, that is, nonzero. The proof supposes the determinant is zero and takes a nonzero, not necessarily normalised, vector v that the matrix sends to zero. With A = itH/2, which is skew-Hermitian, this gives Av = −v and v†A = v†. Evaluating v†Av in both ways then gives v†v = 0, which contradicts v ≠ 0.

This version doesn't compile in Lean 4 with Mathlib:

```lean
import Mathlib

open Matrix
open scoped ComplexOrder

namespace IsUnitDetImplicitFactor

noncomputable section

variable {n : Type*} [Fintype n] [DecidableEq n]

/-- The implicit factor `1 + i t H / 2` of a Crank-Nicolson step of length `t`. -/
def implicitFactor (H : Matrix n n ℂ) (t : ℝ) : Matrix n n ℂ :=
  1 + (Complex.I * t / 2) • H

/-- For a Hermitian Hamiltonian the implicit factor has an invertible determinant at every
real time step. -/
theorem isUnit_det_implicitFactor {H : Matrix n n ℂ} (hH : H.IsHermitian) (t : ℝ) :
    IsUnit (implicitFactor H t).det := by
  rw [isUnit_iff_ne_zero]
  intro h0
  obtain ⟨v, hv, hMv⟩ := Matrix.exists_mulVec_eq_zero_iff.mpr h0
  obtain ⟨A, hA⟩ : ∃ A : Matrix n n ℂ, A = (Complex.I * t / 2) • H := ⟨_, rfl⟩
  have hskew : Aᴴ = -A := by
    rw [hA, Matrix.conjTranspose_smul, hH.eq, ← neg_smul]
    congr 1
    apply Complex.ext <;> simp
  -- a null vector satisfies A v = -v, while v† A = v†
  rw [implicitFactor, ← hA, Matrix.add_mulVec, Matrix.one_mulVec] at hMv
  have hAv : A *ᵥ v = -v := eq_neg_of_add_eq_zero_right hMv
  have h1 := Matrix.star_mulVec A v
  rw [hAv, hskew, Matrix.vecMul_neg, star_neg] at h1
  have hleft : star v ᵥ* A = star v := (neg_injective h1).symm
  have key := Matrix.dotProduct_mulVec (star v) A v
  rw [hAv, hleft, dotProduct_neg] at key
  have hzero : star v ⬝ᵥ v = 0 := by linear_combination (-1 / 2 : ℂ) * key
  rw [dotProduct_comm] at hzero
  exact hv (dotProduct_star_self_eq_zero.mp hzero)

end

end IsUnitDetImplicitFactor
```

Lean reports:

```
Main.lean:24:26: error: unsolved goals
case e_a.a
n : Type u_1
inst✝¹ : Fintype n
inst✝ : DecidableEq n
H : Matrix n n ℂ
hH : H.IsHermitian
t : ℝ
h0 : (implicitFactor H t).det = 0
v : n → ℂ
hv : v ≠ 0
hMv : implicitFactor H t *ᵥ v = 0
A : Matrix n n ℂ
hA : A = (Complex.I * ↑t / 2) • H
⊢ -t / 2 = -(t / 2)
Main.lean:38:44: error: Application type mismatch: The argument
  hzero
has type
  v ⬝ᵥ star v = 0
but is expected to have type
  star v ⬝ᵥ v = 0
in the application
  dotProduct_star_self_eq_zero.mp hzero
```

The first error is in the proof of `hskew`, that A is skew-Hermitian. `congr 1` reduces the claim to one about the scalar it/2, namely that its conjugate is its negative, and `Complex.ext` splits this into real and imaginary parts. `simp` closes the real part but leaves the imaginary part as `-t / 2 = -(t / 2)`. The two sides are equal but differ in where the minus sign stands, and `simp` did not bring them to the same form. The added `ring` proves this identity.

The second error is a matter of order. `hzero` was first proved as `star v ⬝ᵥ v = 0`, which is exactly what `dotProduct_star_self_eq_zero.mp` expects. The rewrite with `dotProduct_comm` turned it into `v ⬝ᵥ star v = 0`, and Lean rejected it as an argument of the wrong type. The two products are equal, but Lean does not apply commutativity by itself when it checks an argument. Deleting the rewrite leaves `hzero` in the form required.

After these edits no error is left:

```diff
@@ -26,4 +26,5 @@
     congr 1
     apply Complex.ext <;> simp
+    ring
   -- a null vector satisfies A v = -v, while v† A = v†
   rw [implicitFactor, ← hA, Matrix.add_mulVec, Matrix.one_mulVec] at hMv
@@ -35,5 +36,5 @@
   rw [hAv, hleft, dotProduct_neg] at key
   have hzero : star v ⬝ᵥ v = 0 := by linear_combination (-1 / 2 : ℂ) * key
-  rw [dotProduct_comm] at hzero
+
   exact hv (dotProduct_star_self_eq_zero.mp hzero)
 
```
